# On a ring of three or more sites, the density history of a hopping particle does not determine its current

Take three sites in a ring, a particle that hops between neighbours with amplitude -t (t > 0), and no potential. With ω = exp(2πi/3), consider the two states

(1, ω, ω²)/√3 and (1, ω², ω)/√3.

Both have energy t, so each only acquires a global phase in time, and every site keeps probability 1/3. Yet the first carries the current t/√3 through every bond and the second carries -t/√3. A record of the density, however long, cannot tell them apart.

## The current of a Bloch wave

Let M be the number of sites, x a site, τ the time (t is the hopping) and ħ = 1. For a wavefunction ψ, the probability current from x to x+1 is

J(x) = 2t Im[ψ*(x) ψ(x+1)].

The Bloch wave with integer index k has density 1/M and current

J = (2t/M) sin(2πk/M)

on every bond. For M ≥ 3, the waves k = 1 and k = -1 have equal densities and opposite nonzero currents. Conversely, two evolutions with the same hopping and the same density history have currents that differ, at each time, only by a circulation equal on all bonds.

## Reconstructing currents in a periodic cell

A code that recovers the current from stored densities through the continuity equation must supply one extra number per time step on a ring. On an open chain no current passes the end, so a cumulative sum can start from J = 0 there. On the ring, a sum started from J = 0 on some bond returns zero for both states above. One number is enough only because the ring is one-dimensional: in two or three dimensions the continuity equation leaves any divergence-free current undetermined. The theorems here concern one particle on a finite lattice ring.

## From the continuity equation to the two waves

The Hamiltonian with real on-site potential v is

(Hψ)(x) = -t[ψ(x+1) + ψ(x-1)] + v(x)ψ(x).

Since dψ/dτ = -iHψ, the density changes at the rate

d|ψ(x)|²/dτ = 2 Re[-iψ*(x)(Hψ)(x)] = 2 Im[ψ*(x)(Hψ)(x)].

The potential term v(x)|ψ(x)|² is real and drops out. The hopping terms give

-2t Im[ψ*(x)ψ(x+1)] - 2t Im[ψ*(x)ψ(x-1)] = J(x-1) - J(x),

because Im[ψ*(x)ψ(x-1)] = -Im[ψ*(x-1)ψ(x)]. This is the continuity equation. By itself it would allow a constant to be added to J on all bonds; the definition fixes that constant by taking for each bond only the hopping term between its two ends.

Now set v = 0, q = 2πk/M and φ(x) = exp(iqx)/√M for x = 0, …, M-1. A step to the right multiplies φ by exp(iq). This also holds from site M-1 to site 0, because exp(iqM) = exp(2πik) = 1. A step to the left multiplies by exp(-iq), so

Hφ = -t[exp(iq) + exp(-iq)]φ = Eφ, with E = -2t cos q.

Hence ψ(x,τ) = exp(-iEτ)φ(x) solves the Schrödinger equation. Its density is 1/M, and

J(x) = 2t Im[exp(iq)|ψ(x)|²] = (2t/M) sin q.

For k = 1 and M ≥ 3, q lies strictly between 0 and π, so J > 0; k = -1 reverses the sign. A functional of the density history would have to return both J and -J for the same input, which forces J = 0, a contradiction.

For the converse, let D(x) be the difference between the currents of two evolutions with equal density histories. Their densities have equal rates of change, so D(x-1) = D(x) for every x, and D is the same on all bonds.

## The Lean file

```lean
import Mathlib

open Complex ComplexConjugate

namespace RingDensityCurrent

noncomputable section

variable {M : ℕ}

/-- The one-particle Hamiltonian on a ring of `M ≠ 0` sites, with amplitude `-t` for each step left
or right and a real on-site potential `v`, applied to the wavefunction `φ`. -/
def ringHamiltonian (t : ℝ) (v : ZMod M → ℝ) (φ : ZMod M → ℂ) (x : ZMod M) : ℂ :=
  -(t : ℂ) * (φ (x + 1) + φ (x - 1)) + (v x : ℂ) * φ x

/-- `ψ` obeys the time-dependent Schrödinger equation (`ħ = 1`) on the ring in the
time-dependent potential `v`. -/
def SolvesSchrodinger (t : ℝ) (v : ℝ → ZMod M → ℝ) (ψ : ℝ → ZMod M → ℂ) : Prop :=
  ∀ τ x, HasDerivAt (fun s => ψ s x) (-I * ringHamiltonian t (v τ) (ψ τ) x) τ

/-- The density `|φ(x)|²` at site `x`. For a normalised `φ` it is the probability of finding the
particle there. -/
def density (φ : ZMod M → ℂ) (x : ZMod M) : ℝ := normSq (φ x)

/-- The probability current through the bond from site `x` to site `x + 1`. -/
def bondCurrent (t : ℝ) (φ : ZMod M → ℂ) (x : ZMod M) : ℝ :=
  2 * t * (conj (φ x) * φ (x + 1)).im

/-- The phase advance per site, `2πk/M`, of the Bloch state with index `k`, for `M ≠ 0`. -/
def momentum (M : ℕ) (k : ℤ) : ℝ := 2 * Real.pi * k / M

/-- The Bloch state with phases `exp(2πikx/M)` and amplitude `1/√M`, for `M ≠ 0`. -/
def bloch (k : ℤ) (x : ZMod M) : ℂ :=
  exp (((momentum M k * x.val : ℝ) : ℂ) * I) / ((Real.sqrt M : ℝ) : ℂ)

/-- The band energy `-2t cos(2πk/M)`, for `M ≠ 0`. -/
def blochEnergy (M : ℕ) (t : ℝ) (k : ℤ) : ℝ := -2 * t * Real.cos (momentum M k)

/-- The Bloch state multiplied by the time phase `exp(-iEτ)` of its band energy `E`,
for `M ≠ 0`. -/
def blochWave (t : ℝ) (k : ℤ) (τ : ℝ) (x : ZMod M) : ℂ :=
  exp (((-(blochEnergy M t k * τ) : ℝ) : ℂ) * I) * bloch k x

/-- Continuity equation: in any real potential, the density at a site changes at the rate of
the current flowing in minus the current flowing out. -/
theorem continuity {t : ℝ} {v : ℝ → ZMod M → ℝ} {ψ : ℝ → ZMod M → ℂ}
    (hψ : SolvesSchrodinger t v ψ) (τ : ℝ) (x : ZMod M) :
    HasDerivAt (fun s => density (ψ s) x)
      (bondCurrent t (ψ τ) (x - 1) - bondCurrent t (ψ τ) x) τ := by
  have h := hψ τ x
  have hre : HasDerivAt (fun s => (ψ s x).re)
      (-I * ringHamiltonian t (v τ) (ψ τ) x).re τ :=
    reCLM.hasFDerivAt.comp_hasDerivAt τ h
  have him : HasDerivAt (fun s => (ψ s x).im)
      (-I * ringHamiltonian t (v τ) (ψ τ) x).im τ :=
    imCLM.hasFDerivAt.comp_hasDerivAt τ h
  have e : (fun s => density (ψ s) x) =
      fun s => (ψ s x).re * (ψ s x).re + (ψ s x).im * (ψ s x).im := by
    funext s
    simp only [density, normSq_apply]
  rw [e]
  refine ((hre.fun_mul hre).fun_add (him.fun_mul him)).congr_deriv ?_
  -- the potential term is real and drops out
  simp only [ringHamiltonian, bondCurrent, sub_add_cancel, mul_re, mul_im, add_re, add_im,
    neg_re, neg_im, ofReal_re, ofReal_im, I_re, I_im, conj_re, conj_im]
  ring

/-- Moving one site along the ring multiplies a Bloch state by `exp(2πik/M)`, also across
the seam where the site label returns to zero. -/
theorem bloch_shift [NeZero M] (k : ℤ) (x : ZMod M) :
    bloch k (x + 1) = exp ((momentum M k : ℂ) * I) * bloch k x := by
  have hM : (M : ℂ) ≠ 0 := Nat.cast_ne_zero.mpr (NeZero.ne M)
  obtain ⟨q, hN⟩ : ∃ q : ℕ, M * q + (x + 1).val = x.val + 1 := by
    refine ⟨(x.val + 1) / M, ?_⟩
    rw [ZMod.val_add, ZMod.val_one_eq_one_mod, Nat.add_mod_mod]
    exact Nat.div_add_mod _ _
  unfold bloch
  generalize (x + 1).val = r at hN ⊢
  generalize x.val = a at hN ⊢
  have hq : (M : ℂ) * q + r = a + 1 := by exact_mod_cast hN
  have hMM : (M : ℂ) * (M : ℂ)⁻¹ = 1 := mul_inv_cancel₀ hM
  -- the two phases differ by a whole number of turns
  have hexp : exp (((momentum M k * r : ℝ) : ℂ) * I) =
      exp ((momentum M k : ℂ) * I) * exp (((momentum M k * a : ℝ) : ℂ) * I) := by
    rw [← Complex.exp_add, Complex.exp_eq_exp_iff_exists_int]
    refine ⟨-(k * q), ?_⟩
    unfold momentum
    push_cast
    linear_combination (2 * (Real.pi : ℂ) * k * I * (M : ℂ)⁻¹) * hq
      - (2 * (Real.pi : ℂ) * k * q * I) * hMM
  rw [hexp, mul_div_assoc]

/-- Each Bloch wave solves the time-dependent Schrödinger equation at zero potential. -/
theorem blochWave_solves [NeZero M] (t : ℝ) (k : ℤ) :
    SolvesSchrodinger (M := M) t 0 (blochWave t k) := by
  intro τ x
  have he : exp ((momentum M k : ℂ) * I) =
      ((Real.cos (momentum M k) : ℝ) : ℂ) + ((Real.sin (momentum M k) : ℝ) : ℂ) * I := by
    rw [Complex.exp_mul_I, ← ofReal_cos, ← ofReal_sin]
  have hcs : ((Real.cos (momentum M k) : ℝ) : ℂ) ^ 2
      + ((Real.sin (momentum M k) : ℝ) : ℂ) ^ 2 = 1 := by
    rw [← ofReal_pow, ← ofReal_pow, ← ofReal_add, Real.cos_sq_add_sin_sq, ofReal_one]
  have hE : ((-blochEnergy M t k : ℝ) : ℂ) =
      2 * t * ((Real.cos (momentum M k) : ℝ) : ℂ) := by
    unfold blochEnergy
    push_cast
    ring
  have h1 := bloch_shift k x
  have h2 := bloch_shift k (x - 1)
  rw [sub_add_cancel, he] at h2
  rw [he] at h1
  generalize ((Real.cos (momentum M k) : ℝ) : ℂ) = c at *
  generalize ((Real.sin (momentum M k) : ℝ) : ℂ) = d at *
  -- the left neighbour carries the inverse phase
  have h3 : bloch k (x - 1) = (c - d * I) * bloch k x := by
    linear_combination (-(c - d * I)) * h2 - bloch k (x - 1) * hcs
      + bloch k (x - 1) * d ^ 2 * I_sq
  have h0 : HasDerivAt (fun s : ℝ => -(blochEnergy M t k * s)) (-blochEnergy M t k) τ :=
    ((hasDerivAt_id' τ).const_mul (blochEnergy M t k)).fun_neg.congr_deriv (by ring)
  refine ((h0.ofReal_comp.mul_const I).cexp.mul_const (bloch k x)).congr_deriv ?_
  simp only [ringHamiltonian, blochWave, Pi.zero_apply, ofReal_zero]
  rw [h1, h3, hE]
  ring

/-- Every Bloch wave has the uniform density `1/M` at all times. -/
theorem blochWave_density [NeZero M] (t : ℝ) (k : ℤ) (τ : ℝ) (x : ZMod M) :
    density (blochWave t k τ) x = 1 / M := by
  unfold density blochWave bloch
  rw [normSq_eq_norm_sq, norm_mul, norm_div, norm_exp_ofReal_mul_I, norm_exp_ofReal_mul_I,
    norm_real, Real.norm_of_nonneg (Real.sqrt_nonneg _), one_mul, div_pow,
    Real.sq_sqrt (Nat.cast_nonneg M), one_pow]

/-- The Bloch wave with index `k` carries the current `(2t/M) sin(2πk/M)` through every bond
at all times. -/
theorem blochWave_current [NeZero M] (t : ℝ) (k : ℤ) (τ : ℝ) (x : ZMod M) :
    bondCurrent t (blochWave t k τ) x = 2 * t / M * Real.sin (momentum M k) := by
  have hs : blochWave t k τ (x + 1) =
      exp ((momentum M k : ℂ) * I) * blochWave t k τ x := by
    simp only [blochWave]
    rw [bloch_shift]
    ring
  have hd := blochWave_density t k τ x
  unfold density at hd
  rw [normSq_apply] at hd
  unfold bondCurrent
  rw [hs]
  simp only [mul_im, mul_re, conj_re, conj_im, exp_ofReal_mul_I_re, exp_ofReal_mul_I_im]
  linear_combination (2 * t * Real.sin (momentum M k)) * hd

/-- For `M ≥ 3` and `t > 0`, the Bloch waves with `k = 1` and `k = -1` have the same density
at all times, and opposite nonzero currents through every bond. -/
theorem same_density_opposite_current [NeZero M] (hM : 3 ≤ M) {t : ℝ} (ht : 0 < t)
    (τ : ℝ) (x : ZMod M) :
    density (blochWave t 1 τ) x = density (blochWave t (-1) τ) x ∧
    bondCurrent t (blochWave t (-1) τ) x = -bondCurrent t (blochWave t 1 τ) x ∧
    0 < bondCurrent t (blochWave t 1 τ) x := by
  have hM3 : (3 : ℝ) ≤ M := by exact_mod_cast hM
  have hM0 : (0 : ℝ) < M := by linarith
  have hneg : momentum M (-1) = -momentum M 1 := by
    unfold momentum
    push_cast
    ring
  -- the phase advance lies strictly between 0 and π
  have hsin : 0 < Real.sin (momentum M 1) := by
    unfold momentum
    rw [Int.cast_one, mul_one]
    apply Real.sin_pos_of_pos_of_lt_pi
    · positivity
    · rw [div_lt_iff₀ hM0]
      nlinarith [Real.pi_pos]
  refine ⟨by rw [blochWave_density, blochWave_density], ?_, ?_⟩
  · rw [blochWave_current, blochWave_current, hneg, Real.sin_neg]
    ring
  · rw [blochWave_current]
    positivity

/-- On a ring of `M ≥ 3` sites with `t > 0` and zero potential, no functional of the whole
density history gives the current through a chosen bond at a chosen time for all normalised
solutions of the Schrödinger equation. -/
theorem density_history_does_not_determine_current [NeZero M] (hM : 3 ≤ M) {t : ℝ}
    (ht : 0 < t) (τ : ℝ) (x : ZMod M) :
    ¬ ∃ F : (ℝ → ZMod M → ℝ) → ℝ, ∀ ψ : ℝ → ZMod M → ℂ,
      SolvesSchrodinger t 0 ψ → (∀ s, ∑ y, density (ψ s) y = 1) →
        F (fun s => density (ψ s)) = bondCurrent t (ψ τ) x := by
  rintro ⟨F, hF⟩
  have hM0 : (M : ℝ) ≠ 0 := Nat.cast_ne_zero.mpr (NeZero.ne M)
  have hnorm : ∀ (k : ℤ) (s : ℝ), ∑ y : ZMod M, density (blochWave t k s) y = 1 := by
    intro k s
    simp [blochWave_density, ZMod.card, hM0]
  have h1 := hF _ (blochWave_solves t 1) (hnorm 1)
  have h2 := hF _ (blochWave_solves t (-1)) (hnorm (-1))
  have heq : (fun s => density (blochWave (M := M) t 1 s)) =
      fun s => density (blochWave t (-1) s) := by
    funext s y
    exact (same_density_opposite_current hM ht s y).1
  rw [heq] at h1
  obtain ⟨-, hopp, hpos⟩ := same_density_opposite_current hM ht τ x
  linarith

/-- If two evolutions with the same hopping, possibly in different potentials, share their
density history, then their currents differ at each time by an amount equal on all bonds. -/
theorem current_determined_up_to_circulation [NeZero M] {t : ℝ} {v w : ℝ → ZMod M → ℝ}
    {ψ χ : ℝ → ZMod M → ℂ} (hψ : SolvesSchrodinger t v ψ) (hχ : SolvesSchrodinger t w χ)
    (hn : ∀ s x, density (ψ s) x = density (χ s) x) :
    ∃ c : ℝ → ℝ, ∀ τ x, bondCurrent t (ψ τ) x = bondCurrent t (χ τ) x + c τ := by
  refine ⟨fun τ => bondCurrent t (ψ τ) 0 - bondCurrent t (χ τ) 0, fun τ x => ?_⟩
  -- equal densities have equal rates of change, so the difference passes from bond to bond
  have step : ∀ y : ZMod M, bondCurrent t (ψ τ) (y + 1) - bondCurrent t (χ τ) (y + 1) =
      bondCurrent t (ψ τ) y - bondCurrent t (χ τ) y := by
    intro y
    have a := continuity hψ τ (y + 1)
    have b := continuity hχ τ (y + 1)
    have e : (fun s => density (ψ s) (y + 1)) = fun s => density (χ s) (y + 1) :=
      funext fun s => hn s (y + 1)
    rw [e] at a
    have h := a.unique b
    rw [add_sub_cancel_right] at h
    linarith
  have ind : ∀ n : ℕ, bondCurrent t (ψ τ) (n : ZMod M) - bondCurrent t (χ τ) (n : ZMod M) =
      bondCurrent t (ψ τ) 0 - bondCurrent t (χ τ) 0 := by
    intro n
    induction n with
    | zero => rw [Nat.cast_zero]
    | succ n ih => rw [Nat.cast_succ, step, ih]
  have h := ind x.val
  rw [ZMod.natCast_zmod_val] at h
  change _ = _ + (_ - _)
  linarith

end

end RingDensityCurrent
```

```lean
#print axioms RingDensityCurrent.density_history_does_not_determine_current
#print axioms RingDensityCurrent.current_determined_up_to_circulation
```

```
'RingDensityCurrent.density_history_does_not_determine_current' depends on axioms: [propext, Classical.choice, Quot.sound]
'RingDensityCurrent.current_determined_up_to_circulation' depends on axioms: [propext, Classical.choice, Quot.sound]
```

## Scope of the theorems and how they are proved

Sites are elements of `ZMod M`, whose addition closes the ring; `[NeZero M]` says that M is not zero. `SolvesSchrodinger` requires the equation at every real time. `momentum` is the dimensionless phase advance q, not a mechanical momentum, and `x.val` is the site label between 0 and M-1.

In `density_history_does_not_determine_current`, the hopping, time and bond are fixed before `F` is chosen, so `F` may depend on them. It may be any function and sees the density at all past and future times. Even so, no `F` works for all normalised solutions at zero potential. The order of the quantifiers matters: if `F` could be chosen after `ψ`, a constant function would always do.

`F` is not given the initial wavefunction. A version that supplied it would reverse the conclusion, since the Schrödinger equation then fixes the whole evolution and with it the current; this rests on uniqueness for linear differential equations, which is not formalised here.

`current_determined_up_to_circulation` allows different, time-dependent real potentials in the two evolutions and needs no normalisation. The hopping is the same real constant on every bond; a general magnetic flux through the ring, which would call for complex hopping, is not included. The step from this model to interacting electrons in a continuous periodic cell is left open.

The proofs follow the calculation above:

- `continuity` differentiates the squares of the real and imaginary parts; `simp` expands the products and `ring` matches the currents.
- `bloch_shift` treats the seam by writing x+1 as the new label plus a whole number `q` of turns (a different q from the phase above). The two exponents then differ by an integer multiple of 2πi.
- `blochWave_solves` gets the left neighbour's phase from cos² + sin² = 1 and differentiates the time phase by the chain rule.
- `blochWave_density` takes norms, and `blochWave_current` multiplies that density by 2t sin q.
- `same_density_opposite_current` uses the positivity of the sine between 0 and π. The main theorem applies `F` to both waves, and `linarith` closes the contradiction.
- `current_determined_up_to_circulation` uses uniqueness of the derivative to show that the current difference is equal on neighbouring bonds, then carries it around the ring by induction.
